# Occupations of orthonormal orbitals in a Hermitian, idempotent density matrix lie between zero and one

The theorem `occ_bounds` takes a finite square complex matrix `C` with orthonormal columns, the orbitals, and a density matrix `Q` that is Hermitian and satisfies Q² = Q. The occupation of orbital i is the real part of the i-th diagonal entry of C†QC, and the claim is that it lies between 0 and 1. The proof first shows that R = C†QC is itself a Hermitian projector, so that each diagonal entry is the sum of the squared moduli of the entries in its row. That sum is at least |Rᵢᵢ|², so Re Rᵢᵢ ≥ |Rᵢᵢ|², from which both bounds follow.

An attempt in Lean 4 with a fault in it:

```lean
import Mathlib

open Matrix

namespace EckartProjectorBound

noncomputable section

variable {n : Type*} [Fintype n] [DecidableEq n]

/-- The occupation of orbital `i` (column `i` of `C`) in the state with density matrix `Q`. -/
def occ (C Q : Matrix n n ℂ) (i : n) : ℝ := ((Cᴴ * Q * C) i i).re

variable {F C Q : Matrix n n ℂ} {e : n → ℝ} {S : Finset n}

/-- In a Hermitian projector every orthonormal orbital has an occupation between zero
and one. -/
theorem occ_bounds (hC : Cᴴ * C = 1) (hH : Q.IsHermitian) (hQ : Q * Q = Q) (i : n) :
    0 ≤ occ C Q i ∧ occ C Q i ≤ 1 := by
  have hC' : C * Cᴴ = 1 := mul_eq_one_comm.mp hC
  have hR : (Cᴴ * Q * C) * (Cᴴ * Q * C) = Cᴴ * Q * C := by
    calc (Cᴴ * Q * C) * (Cᴴ * Q * C) = Cᴴ * Q * (C * Cᴴ) * Q * C := by
          simp only [Matrix.mul_assoc]
      _ = Cᴴ * (Q * Q) * C := by rw [hC', Matrix.mul_one, Matrix.mul_assoc Cᴴ Q Q]
      _ = Cᴴ * Q * C := by rw [hQ]
  have hRH : (Cᴴ * Q * C)ᴴ = Cᴴ * Q * C := by
    simp [Matrix.conjTranspose_mul, hH.eq, Matrix.mul_assoc]
  unfold occ
  generalize Cᴴ * Q * C = R at hR hRH ⊢
  -- a diagonal entry of a projector is the squared norm of its row
  have hs : (R i i).re = ∑ j, Complex.normSq (R i j) := by
    have h := congrArg Complex.re (congrFun (congrFun hR i) i)
    rw [← h, Matrix.mul_apply, Complex.re_sum]
    refine Finset.sum_congr rfl fun j _ => ?_
    have hj : R j i = star (R i j) := (congrFun (congrFun hRH j) i).symm
    rw [hj]
    simp [Complex.normSq_apply]
  have h1 := Finset.single_le_sum (f := fun j => Complex.normSq (R i j))
    (fun j _ => Complex.normSq_nonneg _) (Finset.mem_univ i)
  simp only [] at h1
  rw [← hs, Complex.normSq_apply] at h1
  constructor <;> nlinarith [mul_self_nonneg (R i i).re, mul_self_nonneg (R i i).im]

end

end EckartProjectorBound
```

The compiler's answer:

```
Main.lean:40:2: error: `simp` made no progress

Note: The target expression is not type-correct under the `implicit` transparency level, which may have triggered the failure. This is usually caused by unfolding of semireducible definitions in prior tactic steps. Use `set_option linter.tacticCheckInstances true` to investigate the source of the issue.
Full error:
  function expected
    R i
```

The error is at `simp only [] at h1`. The line was there to tidy the inequality obtained from `Finset.single_le_sum`, but with no lemmas supplied `simp` found nothing to change in `h1`, and `simp` fails when it makes no progress.

Lean's note adds a possible reason: at the `implicit` transparency level `Matrix` is not unfolded to a function type, so `R i` is rejected with "function expected". The note says only that this may have triggered the failure, and the repaired proof still writes `R i i`.

The cure is to drop the `simp only` call and give `h1` its intended type outright, which Lean accepts for the same `Finset.single_le_sum` term. The new `h2` then joins `h1` to `hs` with `trans_eq`, replacing the rewrite by `← hs`; no message faults that rewrite. Putting `mul_eq_one_comm.mp hC` in place of `hC'` is mere tidying.

The repair, with which the file compiles:

```diff
@@ -18,9 +18,9 @@
 theorem occ_bounds (hC : Cᴴ * C = 1) (hH : Q.IsHermitian) (hQ : Q * Q = Q) (i : n) :
     0 ≤ occ C Q i ∧ occ C Q i ≤ 1 := by
-  have hC' : C * Cᴴ = 1 := mul_eq_one_comm.mp hC
   have hR : (Cᴴ * Q * C) * (Cᴴ * Q * C) = Cᴴ * Q * C := by
     calc (Cᴴ * Q * C) * (Cᴴ * Q * C) = Cᴴ * Q * (C * Cᴴ) * Q * C := by
           simp only [Matrix.mul_assoc]
-      _ = Cᴴ * (Q * Q) * C := by rw [hC', Matrix.mul_one, Matrix.mul_assoc Cᴴ Q Q]
+      _ = Cᴴ * (Q * Q) * C := by
+          rw [mul_eq_one_comm.mp hC, Matrix.mul_one, Matrix.mul_assoc Cᴴ Q Q]
       _ = Cᴴ * Q * C := by rw [hQ]
   have hRH : (Cᴴ * Q * C)ᴴ = Cᴴ * Q * C := by
@@ -36,8 +36,9 @@
     rw [hj]
     simp [Complex.normSq_apply]
-  have h1 := Finset.single_le_sum (f := fun j => Complex.normSq (R i j))
-    (fun j _ => Complex.normSq_nonneg _) (Finset.mem_univ i)
-  simp only [] at h1
-  rw [← hs, Complex.normSq_apply] at h1
+  have h1 : Complex.normSq (R i i) ≤ ∑ j, Complex.normSq (R i j) :=
+    Finset.single_le_sum (f := fun j => Complex.normSq (R i j))
+      (fun j _ => Complex.normSq_nonneg _) (Finset.mem_univ i)
+  have h2 : Complex.normSq (R i i) ≤ (R i i).re := h1.trans_eq hs.symm
+  rw [Complex.normSq_apply] at h2
   constructor <;> nlinarith [mul_self_nonneg (R i i).re, mul_self_nonneg (R i i).im]
 
```
